# A rotation that preserves a three-dimensional lattice has order 1, 2, 3, 4 or 6, so no periodic cell keeps an icosahedron's fivefold axis

Q: You translate "a periodic cell keeps a rotation axis" into a condition on the lattice of translations, not on the shape of the box. Why is that the right reading?

A: Because the same periodic structure can be described by boxes of many shapes, while a symmetry must turn lattice translations into lattice translations. Let the columns of a real $3\times3$ matrix $A$ be the vectors of a primitive cell, so that their integer combinations are all the translations of the structure, and let $R$ be the rotation. (A larger, non-primitive cell spans only some of the translations, and a symmetry of the structure need not preserve those.) The condition is $RA = AM$ with $M$ an integer matrix: each rotated cell vector is an integer combination of the cell vectors. For invertible $A$ this says that $A^{-1}RA$ has integer entries.

In Lean 4 with Mathlib:

```lean
import Mathlib

open Matrix

namespace CrystallographicRestriction

noncomputable section

/-- Real 3×3 matrices, used for rotations and for cells. -/
abbrev Mat3 := Matrix (Fin 3) (Fin 3) ℝ

/-- A proper rotation of space: an orthogonal matrix of determinant one. -/
def IsRotation (R : Mat3) : Prop := Rᵀ * R = 1 ∧ R.det = 1

/-- The operation `R` sends each cell vector (column of `A`) to an integer combination
of the cell vectors. -/
def PreservesLattice (R A : Mat3) : Prop :=
  ∃ M : Matrix (Fin 3) (Fin 3) ℤ, R * A = A * M.map (fun z => (z : ℝ))
```

`Mat3` serves for both rotations and cells. `IsRotation` requires $R^TR=1$ and $\det R=1$, so reflections and inversion are excluded. In `PreservesLattice`, the expression `M.map` only turns the integer entries into real ones.

Q: That gives an inclusion: the rotated lattice lies inside the old one. A symmetry should map the lattice onto itself.

A: For a rotation and an invertible cell it does. Determinants give $\det M=\det R=1$, so $M^{-1}$ is also an integer matrix.

Q: And if the rotation axis misses the origin, or the symmetry includes a shift?

A: An operation $x\mapsto Rx+\tau$ acts on differences of positions through $R$ alone, and lattice translations are such differences. The condition on $R$ is therefore necessary wherever the axis lies, and with or without a shift.

Q: Then show me by hand why only a few rotations survive.

A: Start with any orthogonal $Q$. Its squared entries sum to 3, so

$$\sum_{i,j}(Q_{ij}-\delta_{ij})^2 = 3-2\,\mathrm{tr}\,Q+3 = 6-2\,\mathrm{tr}\,Q .$$

The left side is non-negative, hence $\mathrm{tr}\,Q\le3$. If the trace equals 3, every square vanishes and $Q=1$.

```lean
/-- An orthogonal matrix has trace at most three, and only the identity reaches three. -/
theorem orthogonal_trace_le {Q : Mat3} (hQ : Qᵀ * Q = 1) :
    Q.trace ≤ 3 ∧ (Q.trace = 3 → Q = 1) := by
  have h : ∀ i, Q 0 i ^ 2 + Q 1 i ^ 2 + Q 2 i ^ 2 = 1 := by
    intro i
    have := congrFun (congrFun hQ i) i
    rw [Matrix.mul_apply, Fin.sum_univ_three, Matrix.one_apply_eq] at this
    simp only [Matrix.transpose_apply] at this
    linear_combination this
  -- the squared distance of Q from the identity
  have key : ∑ i, ∑ j, (Q i j - (1 : Mat3) i j) ^ 2 = 6 - 2 * Q.trace := by
    simp only [Fin.sum_univ_three, Matrix.trace_fin_three, Matrix.one_apply,
      Fin.reduceEq, reduceIte]
    linear_combination h 0 + h 1 + h 2
  constructor
  · have : 0 ≤ 6 - 2 * Q.trace := by
      rw [← key]
      exact Finset.sum_nonneg fun _ _ => Finset.sum_nonneg fun _ _ => sq_nonneg _
    linarith
  · intro ht
    ext i j
    have hz : (Q i j - (1 : Mat3) i j) ^ 2 ≤ 0 := by
      calc (Q i j - (1 : Mat3) i j) ^ 2
          ≤ ∑ l, (Q i l - (1 : Mat3) i l) ^ 2 :=
            Finset.single_le_sum (f := fun l => (Q i l - (1 : Mat3) i l) ^ 2)
              (fun _ _ => sq_nonneg _) (Finset.mem_univ j)
        _ ≤ ∑ k, ∑ l, (Q k l - (1 : Mat3) k l) ^ 2 :=
            Finset.single_le_sum (f := fun k => ∑ l, (Q k l - (1 : Mat3) k l) ^ 2)
              (fun _ _ => Finset.sum_nonneg fun _ _ => sq_nonneg _) (Finset.mem_univ i)
        _ = 0 := by rw [key, ht]; norm_num
    exact sub_eq_zero.1 ((pow_eq_zero_iff two_ne_zero).1 (le_antisymm hz (sq_nonneg _)))
```

The proof reads the column norms off the diagonal of $Q^TQ=1$ as `h`, and `key` is the displayed identity. For the equality case, `Finset.single_le_sum` bounds one square by its row sum and then by the full sum, which is zero.

Q: That restricts the trace, but not yet the powers of $R$.

A: Put $t=\mathrm{tr}\,R$. Since $\det R=1$, the adjugate of $R$ is its inverse, which is $R^T$. For every $3\times3$ matrix,

$$\mathrm{adj}\,R=R^2-tR+(\mathrm{tr}\,\mathrm{adj}\,R)\,1 .$$

Here $\mathrm{tr}\,\mathrm{adj}\,R=\mathrm{tr}\,R^T=t$, so $R^T=R^2-tR+t\,1$. Multiplying by $R$ gives

$$R^3=tR^2-tR+1 ,$$

and taking the trace of the formula for $R^T$ gives $t=\mathrm{tr}\,R^2-t^2+3t$, that is, $\mathrm{tr}\,R^2=t^2-2t$.

```lean
/-- The inverse of a rotation is a quadratic polynomial in the rotation, with
coefficients fixed by its trace. -/
theorem rotation_transpose {R : Mat3} (hR : IsRotation R) :
    Rᵀ = R ^ 2 - R.trace • R + R.trace • (1 : Mat3) := by
  have hadj : Rᵀ = R.adjugate := by
    calc Rᵀ = Rᵀ * (R * R.adjugate) := by
          rw [Matrix.mul_adjugate, hR.2, one_smul, mul_one]
      _ = R.adjugate := by rw [← mul_assoc, hR.1, one_mul]
  have hgen : R.adjugate = R ^ 2 - R.trace • R + R.adjugate.trace • (1 : Mat3) := by
    rw [Matrix.adjugate_fin_three]
    ext i j
    fin_cases i <;> fin_cases j <;>
      simp [pow_two, Matrix.mul_apply, Fin.sum_univ_three, Matrix.trace_fin_three] <;> ring
  have ht : R.adjugate.trace = R.trace := by rw [← hadj, Matrix.trace_transpose]
  rw [ht] at hgen
  rw [hadj]
  exact hgen
```

In the code, `hadj` identifies the transpose with the adjugate, and `hgen` verifies the general identity entry by entry with `fin_cases` and `ring`.

Q: Where does the lattice enter?

A: Only through the trace. From $R=AMA^{-1}$ and the cyclic property, $t=\mathrm{tr}\,M$, which is an integer.

```lean
/-- A rotation that preserves the lattice of a nondegenerate cell has integer trace. -/
theorem trace_integer {R A : Mat3} (hA : A.det ≠ 0) (h : PreservesLattice R A) :
    ∃ k : ℤ, R.trace = k := by
  obtain ⟨M, hM⟩ := h
  have hu : IsUnit A.det := isUnit_iff_ne_zero.2 hA
  refine ⟨M.trace, ?_⟩
  calc R.trace = (R * A * A⁻¹).trace := by
        rw [mul_assoc, Matrix.mul_nonsing_inv A hu, mul_one]
    _ = (A⁻¹ * (A * M.map (fun z => (z : ℝ)))).trace := by
        rw [hM, Matrix.trace_mul_comm]
    _ = (M.map (fun z => (z : ℝ))).trace := by
        rw [← mul_assoc, Matrix.nonsing_inv_mul A hu, one_mul]
    _ = (M.trace : ℝ) := by simp [Matrix.trace_fin_three]
```

Q: Is the condition $\det A\neq0$ more than a convenience?

A: It says that the cell has non-zero volume, so that the structure repeats in three independent directions. If all three cell vectors lay along the axis, every rotation about that axis would preserve them, so at least such rank-one cells must be excluded. A wire that is periodic only along its length can indeed have a fivefold axis.

Q: So how do you get from an integer trace to the list of powers?

A: $R^2$ is orthogonal too, so $t^2-2t\le3$, or $(t-3)(t+1)\le0$. Hence $-1\le t\le3$, which leaves five cases:

- $t=-1$: $\mathrm{tr}\,R^2=3$, so $R^2=1$.
- $t=0$: the cubic equation reads $R^3=1$.
- $t=1$: $R^3-R^2+R-1=0$; multiplying by $R+1$ gives $R^4=1$.
- $t=2$: $R^3-2R^2+2R-1=0$; multiplying by $R^3+2R^2+2R+1$ gives $R^6=1$.
- $t=3$: $R=1$.

```lean
/-- Crystallographic restriction: a rotation that preserves the lattice of a nondegenerate
cell satisfies `R ^ n = 1` for some `n` among 1, 2, 3, 4, 6. -/
theorem crystallographic_restriction {R A : Mat3} (hR : IsRotation R) (hA : A.det ≠ 0)
    (h : PreservesLattice R A) : ∃ n ∈ ({1, 2, 3, 4, 6} : Finset ℕ), R ^ n = 1 := by
  obtain ⟨k, hk⟩ := trace_integer hA h
  have hT := rotation_transpose hR
  -- the characteristic equation of a rotation
  have hc : R ^ 3 = R.trace • R ^ 2 - R.trace • R + 1 := by
    have h1 := hR.1
    rw [hT] at h1
    calc R ^ 3 = (R ^ 2 - R.trace • R + R.trace • (1 : Mat3)) * R
          + R.trace • R ^ 2 - R.trace • R := by
          simp only [add_mul, sub_mul, smul_mul_assoc, one_mul, pow_succ, pow_zero]
          module
      _ = R.trace • R ^ 2 - R.trace • R + 1 := by rw [h1]; module
  have hs : (R ^ 2).trace = R.trace ^ 2 - 2 * R.trace := by
    have := congrArg Matrix.trace hT
    simp only [Matrix.trace_add, Matrix.trace_sub, Matrix.trace_smul, Matrix.trace_one,
      Matrix.trace_transpose, smul_eq_mul, Fintype.card_fin, Nat.cast_ofNat] at this
    linear_combination -this
  have hQ : (R ^ 2)ᵀ * R ^ 2 = 1 := by
    rw [pow_two, Matrix.transpose_mul]
    calc Rᵀ * Rᵀ * (R * R) = Rᵀ * (Rᵀ * R) * R := by simp only [mul_assoc]
      _ = 1 := by rw [hR.1, mul_one, hR.1]
  -- the trace bound for R and for its square leaves five integers
  have hu := (orthogonal_trace_le hR.1).1
  have hl := (orthogonal_trace_le hQ).1
  rw [hs] at hl
  rw [hk] at hu hl
  have hl' : (-1 : ℝ) ≤ k := by nlinarith
  have hu' : k ≤ 3 := by exact_mod_cast hu
  have hl'' : -1 ≤ k := by exact_mod_cast hl'
  have hcases : k = -1 ∨ k = 0 ∨ k = 1 ∨ k = 2 ∨ k = 3 := by omega
  rcases hcases with rfl | rfl | rfl | rfl | rfl
  · exact ⟨2, by simp, (orthogonal_trace_le hQ).2 (by rw [hs, hk]; norm_num)⟩
  · exact ⟨3, by simp, by rw [hc, hk]; simp⟩
  · have hc' : R ^ 3 = R ^ 2 - R + 1 := by rw [hc, hk]; simp
    exact ⟨4, by simp, by linear_combination (norm := noncomm_ring) (R + 1) * hc'⟩
  · have hc' : R ^ 3 = R ^ 2 + R ^ 2 - (R + R) + 1 := by
      rw [hc, hk]
      push_cast
      module
    exact ⟨6, by simp, by
      linear_combination (norm := noncomm_ring) (R ^ 3 + R ^ 2 + R ^ 2 + R + R + 1) * hc'⟩
  · exact ⟨1, by simp, by
      rw [pow_one]
      exact (orthogonal_trace_le hR.1).2 (by rw [hk]; norm_num)⟩
```

The theorem says that for a rotation $R$ and an invertible cell $A$ whose lattice it preserves, some $n$ in $\{1,2,3,4,6\}$ satisfies $R^n=1$. In the proof, `hc` is the cubic equation, `hs` the trace of the square and `hQ` the orthogonality of the square. `omega` lists the five integers. For $t=1$ and $t=2$, `linear_combination` receives the multiplying polynomials above, with `noncomm_ring` doing the matrix algebra.

Q: The theorem gives some $n$, not the smallest one. Is that enough to exclude fivefold rotations?

A: Yes. Every $n$ in the list divides 12, so the order of $R$ divides 12. If also $R^m=1$ with $m$ coprime to 12, the order divides both numbers and must be 1, so $R$ is the identity.

```lean
/-- A rotation other than the identity with `R ^ m = 1`, `m` coprime to 12, preserves the
lattice of no nondegenerate cell. -/
theorem no_cell_of_coprime {R A : Mat3} {m : ℕ} (hR : IsRotation R) (hm : Nat.Coprime m 12)
    (hRm : R ^ m = 1) (hne : R ≠ 1) (hA : A.det ≠ 0) : ¬ PreservesLattice R A := by
  intro h
  obtain ⟨n, hn, hRn⟩ := crystallographic_restriction hR hA h
  simp only [Finset.mem_insert, Finset.mem_singleton] at hn
  have hd : n ∣ 12 := by rcases hn with rfl | rfl | rfl | rfl | rfl <;> norm_num
  have d := Nat.dvd_gcd (orderOf_dvd_of_pow_eq_one hRm)
    ((orderOf_dvd_of_pow_eq_one hRn).trans hd)
  rw [Nat.Coprime.gcd_eq_one hm] at d
  exact hne (orderOf_eq_one_iff.1 (Nat.dvd_one.1 d))
```

The smallest case, $m=1$, is empty, because $R^1=1$ contradicts $R\neq1$. The first exponent with content is $m=5$.

Q: A matrix with $R^5=1$ is still abstract. How do I know that yours belongs to an icosahedron?

A: It is tied to vertices. Let $\varphi=(1+\sqrt5)/2$, so that $\varphi^2=\varphi+1$. In a regular icosahedron with edge length 2, the vertex $(1,0,\varphi)$ has five neighbours, which `ringVertex` lists in order around the axis.

```lean
/-- The golden ratio. -/
def phi : ℝ := (1 + √5) / 2

theorem phi_sq : phi ^ 2 = phi + 1 := by
  have h : √5 ^ 2 = (5 : ℝ) := Real.sq_sqrt (by norm_num)
  unfold phi
  linear_combination h / 4

/-- A rotation about the axis through the icosahedron vertex `(1, 0, φ)`. -/
def icoRotation : Mat3 :=
  !![1/2, -phi/2, (phi-1)/2; phi/2, (phi-1)/2, -1/2; (phi-1)/2, 1/2, phi/2]

/-- The five neighbours of the vertex `(1, 0, φ)` in a regular icosahedron. -/
def ringVertex : Fin 5 → Fin 3 → ℝ :=
  ![![phi, 1, 0], ![0, phi, 1], ![-1, 0, phi], ![0, -phi, 1], ![phi, -1, 0]]

/-- The rotation fixes the vertex `(1, 0, φ)` and moves each of its five neighbours to
the next one. -/
theorem icoRotation_vertices : icoRotation *ᵥ ![1, 0, phi] = ![1, 0, phi] ∧
    ∀ k, icoRotation *ᵥ ringVertex k = ringVertex (k + 1) := by
  constructor
  · ext i
    fin_cases i <;> simp [icoRotation, Matrix.mulVec, dotProduct, Fin.sum_univ_three] <;>
      nlinarith [phi_sq]
  · intro k
    fin_cases k <;> ext i <;> fin_cases i <;>
      simp [icoRotation, ringVertex, Matrix.mulVec, dotProduct, Fin.sum_univ_three] <;>
      nlinarith [phi_sq]
```

The last theorem states that the matrix fixes the chosen vertex and sends neighbour $k$ to neighbour $k+1$, where the index in `Fin 5` wraps around. The other six vertices are the negatives of these six, so by linearity the rotation permutes all twelve. The coordinates are checked with the relation for $\varphi^2$, which `nlinarith` receives as `phi_sq`.

Q: And it really is a rotation of order five?

A: Its square is an explicit matrix $S$, and $S^2=R^T$. Therefore $R^5=S^2R=R^TR=1$. It differs from the identity because its first entry is $1/2$.

```lean
/-- The icosahedral matrix is a proper rotation, differs from the identity, and its fifth
power is the identity. -/
theorem icoRotation_fivefold :
    IsRotation icoRotation ∧ icoRotation ^ 5 = 1 ∧ icoRotation ≠ 1 := by
  have h3 : phi ^ 3 = 2 * phi + 1 := by linear_combination (phi + 1) * phi_sq
  have ho : icoRotationᵀ * icoRotation = 1 := by
    ext i j
    fin_cases i <;> fin_cases j <;>
      simp [icoRotation, Matrix.mul_apply, Fin.sum_univ_three] <;> nlinarith [phi_sq]
  -- the square is explicit, and the fourth power is the inverse
  let S : Mat3 := !![(1-phi)/2, -1/2, phi/2; 1/2, -phi/2, (1-phi)/2; phi/2, (phi-1)/2, 1/2]
  have h2 : icoRotation * icoRotation = S := by
    ext i j
    fin_cases i <;> fin_cases j <;>
      simp [S, icoRotation, Matrix.mul_apply, Fin.sum_univ_three] <;> nlinarith [phi_sq]
  have h4 : S * S = icoRotationᵀ := by
    ext i j
    fin_cases i <;> fin_cases j <;>
      simp [S, icoRotation, Matrix.mul_apply, Fin.sum_univ_three] <;> nlinarith [phi_sq]
  refine ⟨⟨ho, ?_⟩, ?_, ?_⟩
  · rw [Matrix.det_fin_three]
    simp [icoRotation]
    nlinarith [phi_sq, h3]
  · calc icoRotation ^ 5
        = (icoRotation * icoRotation) * (icoRotation * icoRotation) * icoRotation := by
          simp only [pow_succ, pow_zero, one_mul, mul_assoc]
      _ = 1 := by rw [h2, h4, ho]
  · intro h
    have := congrFun (congrFun h 0) 0
    norm_num [icoRotation] at this
```

The proof checks orthogonality as `ho`, the square as `h2` and its square as `h4`, then combines them in the order just given. The exclusion of cells follows by taking $m=5$.

```lean
/-- No nondegenerate periodic cell, of any size or shape, has a lattice preserved by the
fivefold rotation of the icosahedron. -/
theorem no_cell_for_icosahedron (A : Mat3) (hA : A.det ≠ 0) :
    ¬ PreservesLattice icoRotation A :=
  no_cell_of_coprime icoRotation_fivefold.1 (by norm_num : Nat.Coprime 5 12)
    icoRotation_fivefold.2.1 icoRotation_fivefold.2.2 hA
```

Q: Surely a large enough box makes the problem go away?

A: Not for the symmetry itself. Replace $A$ by $\lambda A$ with $\lambda>0$: then $(\lambda A)^{-1}R(\lambda A)=A^{-1}RA$, so the integrality condition does not change as $\lambda$ grows. Here the trace is $\varphi$, which is not an integer for any choice of cell.

In a supercell calculation of an icosahedral cluster, the fivefold rotation is therefore not an exact symmetry of the periodic array, although this purely geometric statement gives no estimate of the resulting force or energy errors. Those may well become small as the images move apart.

Q: Could the list be too generous? Perhaps sixfold rotations never occur either.

A: They occur in a hexagonal cell. Take the cell vectors $a_1=(1,0,0)$, $a_2=(-1/2,\sqrt3/2,0)$ and $a_3=(0,0,1)$. A rotation by 60 degrees about the third axis sends $a_1$ to $a_1+a_2$, $a_2$ to $-a_1$, and $a_3$ to itself.

```lean
/-- The square root of three. -/
def root3 : ℝ := √3

/-- The rotation by 60 degrees about the third axis. -/
def hexRotation : Mat3 := !![1/2, -root3/2, 0; root3/2, 1/2, 0; 0, 0, 1]

/-- A hexagonal cell with unit edges, its vectors being the columns. -/
def hexCell : Mat3 := !![1, -1/2, 0; 0, root3/2, 0; 0, 0, 1]

/-- The hexagonal cell is nondegenerate and its lattice is preserved by the 60 degree
rotation, whose second and third powers are not the identity. -/
theorem hexagonal_witness : IsRotation hexRotation ∧ hexCell.det ≠ 0 ∧
    PreservesLattice hexRotation hexCell ∧ hexRotation ^ 2 ≠ 1 ∧ hexRotation ^ 3 ≠ 1 := by
  have hs : root3 ^ 2 = 3 := Real.sq_sqrt (by norm_num)
  have h0 : root3 ≠ 0 := by
    intro h
    rw [h] at hs
    norm_num at hs
  refine ⟨⟨?_, ?_⟩, ?_, ⟨!![1, -1, 0; 1, 0, 0; 0, 0, 1], ?_⟩, ?_, ?_⟩
  · ext i j
    fin_cases i <;> fin_cases j <;>
      simp [hexRotation, Matrix.mul_apply, Fin.sum_univ_three] <;> nlinarith [hs]
  · rw [Matrix.det_fin_three]
    simp [hexRotation]
    nlinarith [hs]
  · simp [hexCell, Matrix.det_fin_three, h0]
  · ext i j
    fin_cases i <;> fin_cases j <;>
      simp [hexRotation, hexCell, Matrix.mul_apply, Fin.sum_univ_three] <;> nlinarith [hs]
  · intro h
    have := congrFun (congrFun h 0) 0
    simp [hexRotation, pow_succ, Matrix.mul_apply, Fin.sum_univ_three] at this
    nlinarith [hs]
  · intro h
    have := congrFun (congrFun h 0) 0
    simp [hexRotation, pow_succ, Matrix.mul_apply, Fin.sum_univ_three] at this
    nlinarith [hs]

end

end CrystallographicRestriction
```

The integer matrix in the proof has these images as its columns. The theorem also states $R^2\neq1$ and $R^3\neq1$, each proved by comparing the first diagonal entry. Since the trace is $\tfrac12+\tfrac12+1=2$, the case $t=2$ above gives $R^6=1$, and with the two inequalities the order is exactly six.

```lean
#print axioms CrystallographicRestriction.icoRotation_vertices
#print axioms CrystallographicRestriction.no_cell_for_icosahedron
```

```
'CrystallographicRestriction.icoRotation_vertices' depends on axioms: [propext, Classical.choice, Quot.sound]
'CrystallographicRestriction.no_cell_for_icosahedron' depends on axioms: [propext, Classical.choice, Quot.sound]
```
